# Finite parallel rods under pairwise $r^{-6}$ attraction: a $D^{-5}$ law near contact, a $D^{-6}$ law far away

Two stretched chain molecules lie side by side and attract through dispersion forces. Seen from close by, each looks endless; seen from far away, each looks like a point. How does the attraction depend on their distance in these two regimes, and what changes if the chains really are endless?

Take two parallel rods of lengths $L$ and $M$, aligned at one end and a distance $D$ apart. Let every pair of sites at separation $r$ attract with strength $r^{-6}$, and let the sites be spread evenly with unit line density. The total strength is

$$E(L,M,D)=\int_0^M\!\!\int_0^L \frac{dx\,dy}{\bigl(D^2+(x-y)^2\bigr)^3}.$$

For pair coefficient $C$ and line densities $\rho_1,\rho_2$, the energy is $-C\rho_1\rho_2E$. The step from here to real molecules is the replacement of their interaction by this pairwise sum over continuous, infinitely thin lines. It leaves out collective polarisation along the chains, as well as atomic structure and repulsion at short range, so "near contact" means $D$ small compared with the rods but still large compared with an atom. It also leaves out retardation, so "far away" means $D$ large compared with the rods but still small compared with the wavelengths of the electronic transitions that dominate the attraction. The results give limits against which a pairwise $r^{-6}$ dispersion term, in a force field or added to a density functional, can be checked for long, straight, parallel molecules.

```lean
import Mathlib

open Filter Topology Real

namespace FiniteRodDispersion

noncomputable section
```

In Lean, $E(L,M,D)$ is `rodSum L M D`, a genuine iterated integral over real numbers.

```lean
/-- Strength of the pairwise inverse-sixth-power attraction, with unit coefficient and unit line
densities, between parallel rods of lengths `L` and `M` at distance `D`, aligned at one end. -/
def rodSum (L M D : ℝ) : ℝ :=
  ∫ y in (0 : ℝ)..M, ∫ x in (0 : ℝ)..L, 1 / (D ^ 2 + (x - y) ^ 2) ^ 3
```

The solutions use two auxiliary functions of a length $t$. With $q=D^2+t^2$, the first is `siteTerm D t`:

$$S(t)=\frac{t}{4D^2q^2}+\frac{3t}{8D^4q}+\frac{3}{8D^5}\arctan\frac tD.$$

```lean
/-- Closed expression for the attraction between a single site and a rod segment of length `t`
that starts opposite the site, at distance `D ≠ 0`. -/
def siteTerm (D t : ℝ) : ℝ :=
  t / (4 * D ^ 2 * (D ^ 2 + t ^ 2) ^ 2) + 3 * t / (8 * D ^ 4 * (D ^ 2 + t ^ 2))
    + 3 / (8 * D ^ 5) * arctan (t / D)
```

The second is `rodTerm D t`:

$$W(t)=\frac{3}{8D^5}\,t\arctan\frac tD+\frac{t^2}{8D^4q}.$$

```lean
/-- The function of a length `t` and a distance `D ≠ 0` from which the attraction of two rods
is assembled. -/
def rodTerm (D t : ℝ) : ℝ :=
  3 / (8 * D ^ 5) * (t * arctan (t / D)) + t ^ 2 / (8 * D ^ 4 * (D ^ 2 + t ^ 2))
```

## (a) Growth of the viewing angle

For $D>0$, show that
$$\frac{d}{dt}\arctan\frac tD=\frac{D}{D^2+t^2}.$$

**Solution.** The chain rule gives $\dfrac{1}{1+t^2/D^2}\cdot\dfrac1D$. Multiply numerator and denominator by $D^2$.

`HasDerivAt f f' t` says that $f$ has derivative $f'$ at $t$. The proof takes the chain-rule form and exchanges it for the simplified one with `congr_deriv`; `field` does the algebra.

```lean
/-- The rate at which the viewing angle `arctan (t / D)` grows with the offset `t`, for `D > 0`. -/
theorem hasDerivAt_angle {D : ℝ} (hD : 0 < D) (t : ℝ) :
    HasDerivAt (fun s : ℝ => arctan (s / D)) (D / (D ^ 2 + t ^ 2)) t := by
  have h := ((hasDerivAt_id' t).div_const D).arctan
  have e : 1 / (1 + (t / D) ^ 2) * (1 / D) = D / (D ^ 2 + t ^ 2) := by
    have e1 : 1 + (t / D) ^ 2 = (D ^ 2 + t ^ 2) / D ^ 2 := by field
    rw [e1]
    field
  exact h.congr_deriv e
```

## (b) One site facing a segment

For $D>0$, show that
$$S'(t)=\frac{1}{(D^2+t^2)^3}.$$

**Solution.** Using $t^2=q-D^2$,
$$\Bigl(\frac{t}{q^2}\Bigr)'=\frac1{q^2}-\frac{4t^2}{q^3}=-\frac3{q^2}+\frac{4D^2}{q^3},\qquad \Bigl(\frac tq\Bigr)'=\frac1q-\frac{2t^2}{q^2}=-\frac1q+\frac{2D^2}{q^2}.$$
With their prefactors, and with (a) for the last term, the three terms of $S'$ are
$$\Bigl(\frac1{q^3}-\frac{3}{4D^2q^2}\Bigr)+\Bigl(\frac{3}{4D^2q^2}-\frac{3}{8D^4q}\Bigr)+\frac{3}{8D^4q}=\frac1{q^3}.$$

In the code, `h1`, `h2` and `h3` are these three derivatives.

```lean
/-- For `D > 0`, the derivative of the site term with respect to the length `t` is the pair
attraction `1 / (D ^ 2 + t ^ 2) ^ 3` at offset `t`. -/
theorem hasDerivAt_siteTerm {D : ℝ} (hD : 0 < D) (t : ℝ) :
    HasDerivAt (siteTerm D) (1 / (D ^ 2 + t ^ 2) ^ 3) t := by
  have hq : HasDerivAt (fun s : ℝ => D ^ 2 + s ^ 2) (2 * t) t := by
    simpa using (hasDerivAt_pow 2 t).const_add (D ^ 2)
  have hq2 : HasDerivAt (fun s : ℝ => (D ^ 2 + s ^ 2) ^ 2) (2 * (D ^ 2 + t ^ 2) * (2 * t)) t :=
    (hq.fun_pow 2).congr_deriv (by norm_num)
  have n1 : 4 * D ^ 2 * (D ^ 2 + t ^ 2) ^ 2 ≠ 0 := by positivity
  have n2 : 8 * D ^ 4 * (D ^ 2 + t ^ 2) ≠ 0 := by positivity
  have h1 := (hasDerivAt_id' t).fun_div (hq2.const_mul (4 * D ^ 2)) n1
  have h2 := ((hasDerivAt_id' t).const_mul 3).fun_div (hq.const_mul (8 * D ^ 4)) n2
  have h3 := (hasDerivAt_angle hD t).const_mul (3 / (8 * D ^ 5))
  refine ((h1.fun_add h2).fun_add h3).congr_deriv ?_
  field
```

## (c) From a site to a rod

For $D>0$, show that $W'(t)=S(t)$.

**Solution.** The product rule and (a) turn the first term into
$$\frac{3}{8D^5}\arctan\frac tD+\frac{3t}{8D^4q}.$$
The second gives
$$\frac{1}{8D^4}\Bigl(\frac{2t}{q}-\frac{2t^3}{q^2}\Bigr)=\frac{1}{8D^4}\cdot\frac{2tD^2}{q^2}=\frac{t}{4D^2q^2}.$$
The sum is $S(t)$.

Here `generalize` replaces the arctangent by a letter, so that only rational algebra remains.

```lean
/-- For `D > 0`, the derivative of the rod term with respect to length is the site term. -/
theorem hasDerivAt_rodTerm {D : ℝ} (hD : 0 < D) (t : ℝ) :
    HasDerivAt (rodTerm D) (siteTerm D t) t := by
  have hs : HasDerivAt (fun s : ℝ => s ^ 2) (2 * t) t := by
    simpa using hasDerivAt_pow 2 t
  have n : 8 * D ^ 4 * (D ^ 2 + t ^ 2) ≠ 0 := by positivity
  have h1 := ((hasDerivAt_id' t).fun_mul (hasDerivAt_angle hD t)).const_mul (3 / (8 * D ^ 5))
  have h2 := hs.fun_div ((hs.const_add (D ^ 2)).const_mul (8 * D ^ 4)) n
  refine (h1.fun_add h2).congr_deriv ?_
  unfold siteTerm
  generalize arctan (t / D) = a
  field
```

## (d) Reversing a length

Show that $W(-t)=W(t)$.

**Solution.** The arctangent is odd, so $t\arctan(t/D)$ is even; the other term contains only $t^2$.

```lean
/-- The rod term is an even function of the length. -/
theorem rodTerm_neg (D t : ℝ) : rodTerm D (-t) = rodTerm D t := by
  simp [rodTerm, neg_div, arctan_neg]
```

## (e) The double integral in closed form

For $D>0$, show that
$$E(L,M,D)=W(L)+W(M)-W(L-M).$$

**Solution.** By (b), the integral over $x$ is $S(L-y)-S(-y)$. By (c), this is the $y$-derivative of $W(-y)-W(L-y)$. Hence
$$E=\bigl[W(-y)-W(L-y)\bigr]_0^M=W(-M)-W(L-M)-W(0)+W(L).$$
Now use $W(0)=0$ and (d).

The step `inner_eq` is the first integration and `hd` prepares the second. Both use the fundamental theorem of calculus, with integrability supplied by continuity.

```lean
/-- Exact attraction of two rods at any distance `D > 0`: one rod term for each length, minus
the rod term of the length difference. -/
theorem rodSum_eq {D : ℝ} (hD : 0 < D) (L M : ℝ) :
    rodSum L M D = rodTerm D L + rodTerm D M - rodTerm D (L - M) := by
  -- first integration: one site against a whole rod
  have inner_eq : ∀ y : ℝ, ∫ x in (0 : ℝ)..L, 1 / (D ^ 2 + (x - y) ^ 2) ^ 3
      = siteTerm D (L - y) - siteTerm D (0 - y) := by
    intro y
    have hc : Continuous fun x : ℝ => 1 / (D ^ 2 + (x - y) ^ 2) ^ 3 :=
      Continuous.div continuous_const (by fun_prop) (fun x => by positivity)
    exact intervalIntegral.integral_eq_sub_of_hasDerivAt
      (fun x _ => (hasDerivAt_siteTerm hD (x - y)).comp_sub_const x y)
      (hc.intervalIntegrable 0 L)
  have hs : Continuous (siteTerm D) :=
    continuous_iff_continuousAt.2 fun t => (hasDerivAt_siteTerm hD t).continuousAt
  have hc : Continuous fun y : ℝ => siteTerm D (L - y) - siteTerm D (0 - y) :=
    (hs.comp (continuous_const.sub continuous_id)).sub
      (hs.comp (continuous_const.sub continuous_id))
  -- second integration: along the other rod
  have hd : ∀ y : ℝ, HasDerivAt (fun z : ℝ => rodTerm D (0 - z) - rodTerm D (L - z))
      (siteTerm D (L - y) - siteTerm D (0 - y)) y := fun y =>
    (((hasDerivAt_rodTerm hD (0 - y)).comp_const_sub 0 y).fun_sub
      ((hasDerivAt_rodTerm hD (L - y)).comp_const_sub L y)).congr_deriv (by ring)
  have h0 : rodTerm D 0 = 0 := by simp [rodTerm]
  unfold rodSum
  simp only [inner_eq]
  rw [intervalIntegral.integral_eq_sub_of_hasDerivAt (fun y _ => hd y)
    (hc.intervalIntegrable 0 M)]
  simp only [zero_sub, sub_zero, rodTerm_neg, h0]
  ring
```

## (f) The rod term near contact

For every real $t$, show that
$$\lim_{D\to0^+}D^5W(t)=\frac{3\pi|t|}{16}.$$

**Solution.** For $t>0$,
$$D^5W(t)=\frac{3t}{8}\arctan\frac tD+\frac{Dt^2}{8(D^2+t^2)}\;\to\;\frac{3t}{8}\cdot\frac\pi2+0.$$
For $t<0$ use (d); for $t=0$ both sides vanish.

The filter `𝓝[>] 0` expresses $D\to0^+$. The proof settles positive lengths in `pos`, then splits on the sign of $t$.

```lean
/-- For every real `t`, the rod term times `D ^ 5` tends to `3 π |t| / 16` as `D` tends to zero from
above. -/
theorem rodTerm_near (t : ℝ) :
    Tendsto (fun D : ℝ => D ^ 5 * rodTerm D t) (𝓝[>] 0) (𝓝 (3 * π * |t| / 16)) := by
  have pos : ∀ s : ℝ, 0 < s →
      Tendsto (fun D : ℝ => D ^ 5 * rodTerm D s) (𝓝[>] 0) (𝓝 (3 * π * s / 16)) := by
    intro s hs
    have h0 : Tendsto (fun D : ℝ => s / D) (𝓝[>] 0) atTop := by
      simpa only [div_eq_mul_inv] using tendsto_inv_nhdsGT_zero.const_mul_atTop hs
    -- the viewing angle tends to a right angle
    have h1 : Tendsto (fun D : ℝ => arctan (s / D)) (𝓝[>] 0) (𝓝 (π / 2)) :=
      (tendsto_arctan_atTop.mono_right nhdsWithin_le_nhds).comp h0
    have hc : Continuous fun D : ℝ => D * s ^ 2 / (8 * (D ^ 2 + s ^ 2)) :=
      Continuous.div (by fun_prop) (by fun_prop) (fun D => by positivity)
    have h2 : Tendsto (fun D : ℝ => D * s ^ 2 / (8 * (D ^ 2 + s ^ 2))) (𝓝[>] 0) (𝓝 0) := by
      have h := (hc.tendsto 0).mono_left (nhdsWithin_le_nhds (s := Set.Ioi 0))
      simpa using h
    have h3 := (h1.const_mul (3 * s / 8)).add h2
    rw [show 3 * s / 8 * (π / 2) + 0 = 3 * π * s / 16 by ring] at h3
    refine h3.congr' ?_
    filter_upwards [self_mem_nhdsWithin] with D hD
    have hD' : 0 < D := hD
    unfold rodTerm
    generalize arctan (s / D) = a
    field
  rcases lt_trichotomy t 0 with h | h | h
  · rw [abs_of_neg h]
    simpa only [rodTerm_neg] using pos (-t) (by linarith)
  · subst h
    simp [rodTerm]
  · rw [abs_of_pos h]
    exact pos t h
```

## (g) The rod term far away

For every real $t$, show that
$$\lim_{D\to\infty}D^6W(t)=\frac{t^2}{2}.$$

**Solution.** Put $u=1/D$. Then
$$D^6W(t)=\frac{3t}{8}\,\frac{\arctan(tu)}{u}+\frac{t^2}{8(1+t^2u^2)}.$$
As $u\to0^+$, the quotient tends to the derivative of $\arctan(tu)$ at $u=0$, which is $t$. The limit is $3t^2/8+t^2/8$.

In the code, `h1` is the limit of the quotient and `h2` that of the second term; `atTop` expresses $D\to\infty$.

```lean
/-- For every real `t`, the rod term times `D ^ 6` tends to `t ^ 2 / 2` as `D` tends to infinity. -/
theorem rodTerm_far (t : ℝ) :
    Tendsto (fun D : ℝ => D ^ 6 * rodTerm D t) atTop (𝓝 (t ^ 2 / 2)) := by
  have hd : HasDerivAt (fun s : ℝ => arctan (t * s)) t 0 := by
    simpa using ((hasDerivAt_id' (0 : ℝ)).const_mul t).arctan
  -- small viewing angle: arctan (t / D) behaves as t / D
  have h1 : Tendsto (fun D : ℝ => D * arctan (t / D)) atTop (𝓝 t) := by
    have h := hd.tendsto_slope_zero_right.comp tendsto_inv_atTop_nhdsGT_zero
    simpa [Function.comp_def, div_eq_mul_inv] using h
  have hc : Continuous fun u : ℝ => t ^ 2 / (8 * (1 + t ^ 2 * u ^ 2)) :=
    Continuous.div (by fun_prop) (by fun_prop) (fun u => by positivity)
  have h2 : Tendsto (fun D : ℝ => t ^ 2 / (8 * (1 + t ^ 2 * D⁻¹ ^ 2))) atTop
      (𝓝 (t ^ 2 / 8)) := by
    have h := (hc.tendsto 0).comp tendsto_inv_atTop_zero
    simpa [Function.comp_def] using h
  have h3 := (h1.const_mul (3 * t / 8)).add h2
  rw [show 3 * t / 8 * t + t ^ 2 / 8 = t ^ 2 / 2 by ring] at h3
  refine h3.congr' ?_
  filter_upwards [eventually_gt_atTop (0 : ℝ)] with D hD
  have e : 1 + t ^ 2 * D⁻¹ ^ 2 = (D ^ 2 + t ^ 2) / D ^ 2 := by field
  rw [e]
  unfold rodTerm
  generalize arctan (t / D) = a
  field
```

## (h) Two rods of any lengths

For $L,M\ge0$, show that
$$\lim_{D\to0^+}D^5E=\frac{3\pi\min(L,M)}{8},\qquad \lim_{D\to\infty}D^6E=LM.$$

**Solution.** Insert (f) and (g) into (e):
$$\frac{3\pi}{16}\bigl(L+M-|L-M|\bigr)=\frac{3\pi}{16}\cdot2\min(L,M),$$
$$\tfrac12\bigl(L^2+M^2-(L-M)^2\bigr)=LM.$$
When both lengths are positive, these limits fix the exponents 5 and 6. If one length is zero, $E$ itself vanishes.

The code splits on which rod is shorter to remove the absolute value.

```lean
/-- For rods of lengths `L, M ≥ 0`, the attraction times `D ^ 5` tends to `3 π min(L, M) / 8` as `D`
tends to zero from above, and the attraction times `D ^ 6` tends to `L * M` as `D` tends to
infinity. -/
theorem rodSum_power_laws {L M : ℝ} (hL : 0 ≤ L) (hM : 0 ≤ M) :
    Tendsto (fun D : ℝ => D ^ 5 * rodSum L M D) (𝓝[>] 0) (𝓝 (3 * π * min L M / 8)) ∧
    Tendsto (fun D : ℝ => D ^ 6 * rodSum L M D) atTop (𝓝 (L * M)) := by
  constructor
  · have h := ((rodTerm_near L).add (rodTerm_near M)).sub (rodTerm_near (L - M))
    have e : 3 * π * |L| / 16 + 3 * π * |M| / 16 - 3 * π * |L - M| / 16
        = 3 * π * min L M / 8 := by
      rw [abs_of_nonneg hL, abs_of_nonneg hM]
      rcases le_total L M with h | h
      · rw [min_eq_left h, abs_of_nonpos (sub_nonpos.2 h)]
        ring
      · rw [min_eq_right h, abs_of_nonneg (sub_nonneg.2 h)]
        ring
    rw [e] at h
    refine h.congr' ?_
    filter_upwards [self_mem_nhdsWithin] with D hD
    rw [rodSum_eq hD]
    ring
  · have h := ((rodTerm_far L).add (rodTerm_far M)).sub (rodTerm_far (L - M))
    rw [show L ^ 2 / 2 + M ^ 2 / 2 - (L - M) ^ 2 / 2 = L * M by ring] at h
    refine h.congr' ?_
    filter_upwards [eventually_gt_atTop (0 : ℝ)] with D hD
    rw [rodSum_eq hD]
    ring
```

## (i) Two equal rods

For $L>0$, show that
$$\lim_{D\to0^+}D^5E(L,L,D)=\frac{3\pi L}{8},\qquad \lim_{D\to\infty}D^6E(L,L,D)=L^2.$$

**Solution.** Set $M=L$ in (h).

```lean
/-- For two equal rods of length `L > 0`, the attraction times `D ^ 5` tends to `3 π L / 8` at
contact, and the attraction times `D ^ 6` tends to `L ^ 2` at large distance. -/
theorem equal_rods {L : ℝ} (hL : 0 < L) :
    Tendsto (fun D : ℝ => D ^ 5 * rodSum L L D) (𝓝[>] 0) (𝓝 (3 * π * L / 8)) ∧
    Tendsto (fun D : ℝ => D ^ 6 * rodSum L L D) atTop (𝓝 (L ^ 2)) := by
  simpa only [min_self, ← pow_two] using rodSum_power_laws hL.le hL.le
```

## (j) Endless chains at fixed distance

For $D>0$, show that
$$\lim_{L\to\infty}\frac{E(L,L,D)}{L}=\frac{3\pi}{8D^5}.$$

**Solution.** By (e), $E(L,L,D)=2W(L)$, so
$$\frac{E(L,L,D)}{L}=\frac{3}{4D^5}\arctan\frac LD+\frac{L}{4D^4(D^2+L^2)}\;\to\;\frac{3}{4D^5}\cdot\frac\pi2+0.$$

Per unit length, endless chains thus keep the inverse fifth power at every distance, whereas by (i) rods of fixed length end with the inverse sixth. In the code, `h1` is the arctangent limit and `h2` the vanishing second term, written in $1/L$.

```lean
/-- At fixed distance `D > 0`, the attraction per unit length of two equal rods tends to
`3 π / (8 D ^ 5)` as the rods become infinitely long. -/
theorem infinite_chain {D : ℝ} (hD : 0 < D) :
    Tendsto (fun L : ℝ => rodSum L L D / L) atTop (𝓝 (3 * π / (8 * D ^ 5))) := by
  have h1 : Tendsto (fun L : ℝ => arctan (L / D)) atTop (𝓝 (π / 2)) :=
    (tendsto_arctan_atTop.mono_right nhdsWithin_le_nhds).comp (tendsto_id.atTop_div_const hD)
  have hc : Continuous fun u : ℝ => u / (4 * D ^ 4 * (1 + D ^ 2 * u ^ 2)) :=
    Continuous.div (by fun_prop) (by fun_prop) (fun u => by positivity)
  -- the second term, written in `1 / L`, vanishes
  have h2 : Tendsto (fun L : ℝ => L⁻¹ / (4 * D ^ 4 * (1 + D ^ 2 * L⁻¹ ^ 2))) atTop (𝓝 0) := by
    have h := (hc.tendsto 0).comp tendsto_inv_atTop_zero
    simpa [Function.comp_def] using h
  have h3 := (h1.const_mul (3 / (4 * D ^ 5))).add h2
  rw [show 3 / (4 * D ^ 5) * (π / 2) + 0 = 3 * π / (8 * D ^ 5) by field] at h3
  refine h3.congr' ?_
  filter_upwards [eventually_gt_atTop (0 : ℝ)] with L hL
  have h0 : rodTerm D 0 = 0 := by simp [rodTerm]
  have e : 1 + D ^ 2 * L⁻¹ ^ 2 = (D ^ 2 + L ^ 2) / L ^ 2 := by field
  rw [rodSum_eq hD, sub_self, h0, e]
  unfold rodTerm
  generalize arctan (L / D) = a
  field

end

end FiniteRodDispersion
```

```lean
#print axioms FiniteRodDispersion.equal_rods
#print axioms FiniteRodDispersion.infinite_chain
```

```
'FiniteRodDispersion.equal_rods' depends on axioms: [propext, Classical.choice, Quot.sound]
'FiniteRodDispersion.infinite_chain' depends on axioms: [propext, Classical.choice, Quot.sound]
```
